# Linear mixing with kernel \(V\ge0\) and linear response \(X\le0\): convergence for damping \(0<a<2/L\) if the eigenvalues of \(1-VX\) are at most \(L\)

A self-consistency cycle that feeds its output potential straight back as the next input can diverge even when a self-consistent potential exists. Take a single degree of freedom with interaction kernel \(V=4\) and static response \(X=-1\). An error in the input potential returns multiplied by \(VX=-4\), so it changes sign and grows at every step. In extended metals this is known as charge sloshing. Linear mixing adds only a fraction \(a\) of the residual, output minus input, to the input. In the example the error factor becomes \(1-5a\): it is \(-0.5\) for \(a=0.3\), and the iteration stops converging at \(a=0.4\).

For many coupled degrees of freedom, let \(V\) and \(-X\) be positive semidefinite \(n\times n\) matrices and let \(D=1-VX\) be the dielectric matrix. Textbooks often write \(\chi_0\) for \(X\) and \(\varepsilon\) for \(D\). Suppose the output potential depends on the input \(u\) through \(F(u)=c+VXu\), with a constant vector \(c\). If every eigenvalue of \(D\) is at most \(L\), and \(a>0\) with \(aL<2\), then linear mixing converges from every starting potential to a self-consistent one.

The sign conditions stand for physics. A repulsive Coulomb kernel is positive semidefinite, and the static response of independent electrons in their ground state is negative semidefinite, because the second-order change of the ground-state energy under a static perturbation is never positive. An added exchange-correlation kernel can spoil the first condition.

## Real eigenvalues, shrinking powers and the fixed point

**The eigenvalues of \(D\) are real and at least 1.** The product \(VX\) is in general not Hermitian, so this needs an argument. Let \(Dv=\mu v\) with \(v\neq0\), so that \(VXv=(1-\mu)v\). Multiply from the left by \((Xv)^\dagger\) and use \(X^\dagger=X\):

\[
p:=(Xv)^\dagger V(Xv)=(1-\mu)\,v^\dagger Xv=(\mu-1)\,q,\qquad q:=v^\dagger(-X)v .
\]

Both \(p\) and \(q\) are real and non-negative. If \(q>0\), then \(\mu=1+p/q\ge1\). If \(q=0\), semidefiniteness of \(-X\) gives \(Xv=0\), hence \((1-\mu)v=0\) and \(\mu=1\).

**The powers of \(T=1-aD\) tend to zero exactly when \(a\mu<2\) for every eigenvalue \(\mu\) of \(D\).** The eigenvalues of \(T\) are \(k=1-a\mu\). Since \(a\mu>0\), each satisfies \(k<1\), and \(k>-1\) is the condition \(a\mu<2\). If it holds throughout, the spectral radius \(\rho(T)\) is below 1. Choose \(r\) with \(\rho(T)<r<1\). Gelfand's formula, \(\|T^m\|^{1/m}\to\rho(T)\), gives \(\|T^m\|\le r^m\) for all large \(m\), so \(T^m\to0\). The norm of \(T\) itself may exceed 1, in which case some errors grow before they decay.

Conversely, an eigenvector of \(D\) obeys \(T^mv=(1-a\mu)^mv\). If \(T^m\to0\), then \(|1-a\mu|<1\), and so \(a\mu<2\).

**The iterates converge.** A self-consistent potential \(s\) satisfies \(s=c+VXs\), that is, \(Ds=c\). Zero is not an eigenvalue of \(D\), so \(s=D^{-1}c\) exists. One mixing step gives

\[
u+a\bigl(F(u)-u\bigr)-s=u-s+a(c-Du)=(1-aD)(u-s).
\]

After \(m\) steps the error is \((1-aD)^m(u-s)\). From \(\mu\le L\) follows \(a\mu\le aL<2\), so the powers, and with them the error, tend to zero.

## Potentials as finite complex vectors

In Lean 4 with Mathlib:

```lean
import Mathlib

open Matrix Filter Topology
open scoped ComplexOrder Matrix.Norms.Operator

namespace LinearMixing

variable {n : Type*} [Fintype n] [DecidableEq n]
```

The finite type `n` labels basis functions or grid points, and a potential is a vector `n → ℂ`. Matrices carry the maximum-row-sum norm; in finite dimension the choice of norm does not affect which sequences converge.

```lean
/-- The dielectric matrix `D = 1 - V X` of an interaction kernel `V` and a static response `X`. -/
def dielectric (V X : Matrix n n ℂ) : Matrix n n ℂ := 1 - V * X
```

This is \(D\), defined for any two matrices. The sign conditions enter only in the theorems.

```lean
/-- The number `μ` is an eigenvalue of `M`: some nonzero vector `v` satisfies `M v = μ v`. -/
def IsEigenvalue (M : Matrix n n ℂ) (μ : ℂ) : Prop := ∃ v : n → ℂ, v ≠ 0 ∧ M *ᵥ v = μ • v
```

The candidate eigenvalue is complex, so reality remains something to prove. The symbol `*ᵥ` is a matrix acting on a vector.

```lean
/-- The output potential `c + V X u` that linear response assigns to the input potential `u`. -/
def outputPotential (V X : Matrix n n ℂ) (c u : n → ℂ) : n → ℂ := c + (V * X) *ᵥ u
```

This is \(F\). The vector `c` is the output at zero input, and the response is exactly linear. In a real calculation the output map is nonlinear, and passing from it to its linearisation about the self-consistent potential is the step that the hypotheses leave open.

```lean
/-- One step of linear mixing: the fraction `a` of the residual `F u - u` is added to `u`. -/
def mixStep (a : ℝ) (F : (n → ℂ) → (n → ℂ)) (u : n → ℂ) : n → ℂ := u + (a : ℂ) • (F u - u)
```

The damping `a` is a real number, converted to a complex one to multiply the residual. The definition accepts any map `F`.

## The spectrum of the dielectric matrix

```lean
/-- If `V` is positive semidefinite and `X` negative semidefinite, every eigenvalue of the
dielectric matrix is real and at least one. -/
theorem dielectric_eigenvalue_real {V X : Matrix n n ℂ} (hV : V.PosSemidef)
    (hX : (-X).PosSemidef) {μ : ℂ} (h : IsEigenvalue (dielectric V X) μ) :
    ∃ r : ℝ, 1 ≤ r ∧ μ = r := by
  obtain ⟨v, hv, e⟩ := h
  have hVX : V *ᵥ (X *ᵥ v) = (1 - μ) • v := by
    rw [dielectric, sub_mulVec, one_mulVec, ← mulVec_mulVec] at e
    rw [sub_smul, one_smul, ← e]
    abel
  have hXh : Xᴴ = X := by simpa using hX.isHermitian.eq
  -- the two quadratic forms are proportional, with factor `μ - 1`
  have hpq : star (X *ᵥ v) ⬝ᵥ V *ᵥ (X *ᵥ v) = (μ - 1) * (star v ⬝ᵥ (-X) *ᵥ v) := by
    rw [hVX, dotProduct_smul, star_mulVec, hXh, ← dotProduct_mulVec, neg_mulVec,
      dotProduct_neg, smul_eq_mul]
    ring
  have hp := hV.dotProduct_mulVec_nonneg (X *ᵥ v)
  have hq := hX.dotProduct_mulVec_nonneg v
  by_cases h0 : star v ⬝ᵥ (-X) *ᵥ v = 0
  · -- no response to `v`: the eigenvalue is one
    have hXv : X *ᵥ v = 0 := by
      have h1 := (hX.dotProduct_mulVec_zero_iff v).mp h0
      rwa [neg_mulVec, neg_eq_zero] at h1
    rw [hXv, mulVec_zero] at hVX
    have h2 : 1 - μ = 0 := (smul_eq_zero.mp hVX.symm).resolve_right hv
    exact ⟨1, le_refl _, by rw [Complex.ofReal_one]; linear_combination -h2⟩
  · have key : ∀ p q : ℂ, 0 ≤ p → 0 ≤ q → q ≠ 0 → p = (μ - 1) * q →
        ∃ r : ℝ, 1 ≤ r ∧ μ = r := by
      intro p q hp hq h0 e
      obtain ⟨hp1, hp2⟩ := Complex.nonneg_iff.mp hp
      obtain ⟨hq1, hq2⟩ := Complex.nonneg_iff.mp hq
      have hq0 : q.re ≠ 0 := fun h => h0 (Complex.ext h hq2.symm)
      have hpos : 0 < q.re := lt_of_le_of_ne hq1 hq0.symm
      have er : p.re = (μ.re - 1) * q.re := by
        rw [e, Complex.mul_re, ← hq2]; simp
      have ei : p.im = μ.im * q.re := by
        rw [e, Complex.mul_im, ← hq2]; simp
      refine ⟨μ.re, ?_, Complex.ext (Complex.ofReal_re _).symm ?_⟩
      · by_contra hlt
        have := mul_pos (sub_pos.mpr (not_le.mp hlt)) hpos
        nlinarith
      · have h3 : μ.im * q.re = 0 := by rw [← ei, ← hp2]
        rw [Complex.ofReal_im]
        exact (mul_eq_zero.mp h3).resolve_right hq0
    exact key _ _ hp hq h0 hpq
```

`V.PosSemidef` includes that \(V\) is Hermitian, and `(-X).PosSemidef` says that \(X\) is Hermitian and negative semidefinite. The conclusion supplies a real number `r` with \(r\ge1\) and \(\mu=r\).

The equation `hVX` is \(VXv=(1-\mu)v\), and `hpq` is \(p=(\mu-1)q\). The case split on `h0` separates \(q=0\) from \(q\neq0\). In the second case `key` compares real and imaginary parts instead of dividing: the imaginary part gives \(\operatorname{Im}\mu\cdot q=0\), and the real part rules out \(\operatorname{Re}\mu<1\).

## From spectral radius to vanishing powers

```lean
/-- In a nontrivial complex Banach algebra, the powers of an element whose spectrum lies in the open
unit disc tend to zero. -/
theorem pow_tendsto_zero_of_spectrum {A : Type*} [NormedRing A] [NormedAlgebra ℂ A]
    [CompleteSpace A] [Nontrivial A] (T : A) (h : ∀ k ∈ spectrum ℂ T, ‖k‖ < 1) :
    Tendsto (fun m : ℕ => T ^ m) atTop (𝓝 0) := by
  have hr : spectralRadius ℂ T < 1 := by
    exact_mod_cast spectrum.spectralRadius_lt_of_forall_lt T (r := 1)
      (fun k hk => by exact_mod_cast h k hk)
  obtain ⟨r, hr1, hr2⟩ := ENNReal.lt_iff_exists_nnreal_btwn.mp hr
  have hr3 : (r : ℝ) < 1 := by exact_mod_cast hr2
  -- Gelfand's formula bounds the powers by a geometric sequence
  have ev := (spectrum.pow_nnnorm_pow_one_div_tendsto_nhds_spectralRadius T).eventually_lt_const hr1
  refine squeeze_zero_norm' (a := fun m : ℕ => (r : ℝ) ^ m) ?_
    (tendsto_pow_atTop_nhds_zero_of_lt_one r.coe_nonneg hr3)
  filter_upwards [ev, eventually_gt_atTop 0] with m hm hm0
  have h1 := ENNReal.rpow_le_rpow hm.le (Nat.cast_nonneg m : (0 : ℝ) ≤ m)
  rw [← ENNReal.rpow_mul, one_div_mul_cancel (Nat.cast_ne_zero.mpr hm0.ne'),
    ENNReal.rpow_one, ENNReal.rpow_natCast] at h1
  have h2 : ‖T ^ m‖₊ ≤ r ^ m := by exact_mod_cast h1
  exact_mod_cast h2
```

The lemma holds in any nontrivial complex Banach algebra. The number `r` is placed between the spectral radius and 1, `ev` extracts from Gelfand's formula that \(\|T^m\|^{1/m}<r\) eventually, and raising this to the power \(m\) gives the geometric bound `h2`. The squeeze lemma then finishes the argument.

```lean
/-- Every point of the spectrum of a complex matrix is an eigenvalue. -/
theorem isEigenvalue_of_mem_spectrum {M : Matrix n n ℂ} {k : ℂ} (hk : k ∈ spectrum ℂ M) :
    IsEigenvalue M k := by
  rw [spectrum.mem_iff, Matrix.isUnit_iff_isUnit_det, isUnit_iff_ne_zero, not_not] at hk
  obtain ⟨v, hv, e⟩ := Matrix.exists_mulVec_eq_zero_iff.mpr hk
  refine ⟨v, hv, ?_⟩
  rw [Algebra.algebraMap_eq_smul_one, sub_mulVec, smul_mulVec, one_mulVec] at e
  exact (sub_eq_zero.mp e).symm
```

The spectrum is defined through failure of invertibility. For a matrix this means \(\det(k-M)=0\), which provides a nonzero vector \(v\) with \((k-M)v=0\).

```lean
/-- For `V` positive semidefinite, `X` negative semidefinite and damping `a > 0`, the powers of
`1 - a D` tend to zero exactly when `a μ < 2` for every real eigenvalue `μ` of `D = 1 - V X`. -/
theorem damped_pow_tendsto_zero_iff {V X : Matrix n n ℂ} (hV : V.PosSemidef)
    (hX : (-X).PosSemidef) {a : ℝ} (ha : 0 < a) :
    Tendsto (fun m : ℕ => (1 - (a : ℂ) • dielectric V X) ^ m) atTop (𝓝 0) ↔
      ∀ μ : ℝ, IsEigenvalue (dielectric V X) μ → a * μ < 2 := by
  constructor
  · -- follow a single eigenvector through the iteration
    rintro h μ ⟨v, hv, e⟩
    obtain ⟨i, hi⟩ := Function.ne_iff.mp hv
    have hi' : v i ≠ 0 := hi
    have hpow : ∀ m : ℕ, (1 - (a : ℂ) • dielectric V X) ^ m *ᵥ v
        = (1 - (a : ℂ) * μ) ^ m • v := by
      intro m
      induction m with
      | zero => simp
      | succ m ih =>
        rw [pow_succ, ← mulVec_mulVec, sub_mulVec, one_mulVec, smul_mulVec, e, smul_smul,
          show v - ((a : ℂ) * μ) • v = (1 - (a : ℂ) * μ) • v by rw [sub_smul, one_smul],
          mulVec_smul, ih, smul_smul, pow_succ']
    have c : Continuous fun M : Matrix n n ℂ => (M *ᵥ v) i :=
      (continuous_apply i).comp (continuous_id.matrix_mulVec continuous_const)
    have t : Tendsto (fun m : ℕ => (1 - (a : ℂ) * μ) ^ m * v i) atTop (𝓝 0) := by
      have h1 := (c.tendsto 0).comp h
      simp only [Function.comp_def, hpow, zero_mulVec, Pi.smul_apply, smul_eq_mul,
        Pi.zero_apply] at h1
      exact h1
    have t2 : Tendsto (fun m : ℕ => (1 - (a : ℂ) * μ) ^ m) atTop (𝓝 0) := by
      have h1 := t.div_const (v i)
      simp only [mul_div_cancel_right₀ _ hi', zero_div] at h1
      exact h1
    by_contra hc
    have hn : 1 ≤ ‖1 - (a : ℂ) * μ‖ := by
      rw [show 1 - (a : ℂ) * μ = ((1 - a * μ : ℝ) : ℂ) by simp, Complex.norm_real,
        Real.norm_eq_abs, le_abs]
      right
      linarith
    obtain ⟨m, hm⟩ := (t2.norm.eventually_lt_const (by simp : ‖(0 : ℂ)‖ < 1)).exists
    rw [norm_pow] at hm
    exact absurd hm (not_lt_of_ge (one_le_pow₀ hn))
  · intro h
    rcases isEmpty_or_nonempty n with hn | hn
    · exact tendsto_const_nhds.congr fun m => Subsingleton.elim _ _
    have : CompleteSpace (Matrix n n ℂ) := FiniteDimensional.complete ℂ _
    apply pow_tendsto_zero_of_spectrum
    intro k hk
    obtain ⟨v, hv, e⟩ := isEigenvalue_of_mem_spectrum hk
    have ha' : (a : ℂ) ≠ 0 := Complex.ofReal_ne_zero.mpr ha.ne'
    -- an eigenvalue `k` of `1 - a D` comes from the eigenvalue `(1 - k) / a` of `D`
    have eD : dielectric V X *ᵥ v = ((1 - k) / a) • v := by
      rw [sub_mulVec, one_mulVec, smul_mulVec] at e
      have e2 : (a : ℂ) • (dielectric V X *ᵥ v) = (1 - k) • v := by
        rw [sub_smul, one_smul, ← e]
        abel
      rw [div_eq_inv_mul, mul_smul, ← e2, smul_smul, inv_mul_cancel₀ ha', one_smul]
    obtain ⟨r, hr, e3⟩ := dielectric_eigenvalue_real hV hX ⟨v, hv, eD⟩
    have h2 := h r ⟨v, hv, by rw [← e3]; exact eD⟩
    rw [div_eq_iff ha'] at e3
    have hk' : k = ((1 - a * r : ℝ) : ℂ) := by
      push_cast
      linear_combination -e3
    have h3 : 0 < a * r := mul_pos ha (by linarith)
    rw [hk', Complex.norm_real, Real.norm_eq_abs, abs_lt]
    constructor <;> linarith
```

The right-hand side ranges over real `μ` only, which loses nothing, because all eigenvalues of \(D\) are real.

The first direction proves \(T^mv=(1-a\mu)^mv\) by induction (`hpow`). It then reads off a component `i` where \(v_i\neq0\) and divides by it, which leaves the scalar powers tending to zero (`t2`). If \(a\mu\ge2\), these powers would have modulus at least 1, a contradiction.

The second direction treats the empty index type separately, since all matrices are then equal. Otherwise an eigenvalue `k` of \(1-aD\) is traced back to the eigenvalue \((1-k)/a\) of \(D\) in `eD`. The theorem `dielectric_eigenvalue_real` makes that number a real \(r\ge1\), and \(0<ar<2\) gives \(|k|=|1-ar|<1\).

## Convergence of the mixed cycle

```lean
/-- After `m` mixing steps the error vector, iterate minus self-consistent potential `s`, is the
initial error vector multiplied by the matrix `(1 - a D) ^ m`. -/
theorem mixing_error {V X : Matrix n n ℂ} {c s : n → ℂ} (hs : outputPotential V X c s = s)
    (a : ℝ) (u : n → ℂ) (m : ℕ) :
    (mixStep a (outputPotential V X c))^[m] u - s
      = (1 - (a : ℂ) • dielectric V X) ^ m *ᵥ (u - s) := by
  have hc : c = s - (V * X) *ᵥ s := eq_sub_of_add_eq hs
  have step : ∀ w, mixStep a (outputPotential V X c) w - s
      = (1 - (a : ℂ) • dielectric V X) *ᵥ (w - s) := by
    intro w
    simp only [mixStep, outputPotential, dielectric, sub_mulVec, one_mulVec, smul_mulVec,
      mulVec_sub]
    rw [hc]
    module
  induction m with
  | zero => simp
  | succ m ih => rw [Function.iterate_succ_apply', step, ih, mulVec_mulVec, ← pow_succ']
```

The notation `^[m]` means that the step is applied \(m\) times. Given a self-consistent `s`, the identity holds for every real `a` and needs no sign condition on \(V\) or \(X\). The local fact `step` is the one-step calculation above, and the induction multiplies by one more factor each time.

```lean
/-- Let `V` be positive semidefinite, `X` negative semidefinite, and all real eigenvalues of
`D = 1 - V X` at most `L`. If `a > 0` and `a L < 2`, there is a self-consistent potential to which
linear mixing converges from every starting potential. -/
theorem linear_mixing_converges {V X : Matrix n n ℂ} (hV : V.PosSemidef)
    (hX : (-X).PosSemidef) {a L : ℝ} (hL : ∀ μ : ℝ, IsEigenvalue (dielectric V X) μ → μ ≤ L)
    (ha : 0 < a) (haL : a * L < 2) (c : n → ℂ) :
    ∃ s, outputPotential V X c s = s ∧ ∀ u,
      Tendsto (fun m : ℕ => (mixStep a (outputPotential V X c))^[m] u) atTop (𝓝 s) := by
  -- zero is not an eigenvalue, so the dielectric matrix can be inverted
  have hdet : IsUnit (dielectric V X).det := by
    rw [isUnit_iff_ne_zero]
    intro h0
    obtain ⟨v, hv, e⟩ := Matrix.exists_mulVec_eq_zero_iff.mpr h0
    obtain ⟨r, hr, e0⟩ := dielectric_eigenvalue_real hV hX (μ := 0) ⟨v, hv, by rw [e, zero_smul]⟩
    have : r = 0 := by exact_mod_cast e0.symm
    linarith
  have hs : outputPotential V X c ((dielectric V X)⁻¹ *ᵥ c) = (dielectric V X)⁻¹ *ᵥ c := by
    have h1 : dielectric V X *ᵥ ((dielectric V X)⁻¹ *ᵥ c) = c := by
      rw [mulVec_mulVec, mul_nonsing_inv _ hdet, one_mulVec]
    generalize (dielectric V X)⁻¹ *ᵥ c = s at h1 ⊢
    rw [dielectric, sub_mulVec, one_mulVec] at h1
    rw [outputPotential, ← h1]
    abel
  refine ⟨_, hs, fun u => ?_⟩
  have hpow := (damped_pow_tendsto_zero_iff hV hX ha).mpr fun μ hμ =>
    lt_of_le_of_lt (mul_le_mul_of_nonneg_left (hL μ hμ) ha.le) haL
  have cont : Continuous fun M : Matrix n n ℂ => M *ᵥ (u - (dielectric V X)⁻¹ *ᵥ c) :=
    continuous_id.matrix_mulVec continuous_const
  have h2 := (cont.tendsto 0).comp hpow
  simp only [Function.comp_def, zero_mulVec, ← mixing_error hs a u] at h2
  exact tendsto_sub_nhds_zero_iff.mp h2

end LinearMixing
```

The hypothesis `hL` is the eigenvalue bound. In nonzero dimension \(D\) has an eigenvalue, so \(L\ge1\) holds automatically and `haL` is the same as \(a<2/L\). The self-consistent potential is part of the conclusion and is not assumed.

The proof first shows \(\det D\neq0\) (`hdet`): a vanishing determinant would make zero an eigenvalue, although every eigenvalue is at least 1. It then checks in `hs` that \(D^{-1}c\) is self-consistent. The bound `hL` feeds the criterion for vanishing powers, and continuity of \(M\mapsto M(u-s)\) carries the limit from the matrices to the error vector given by `mixing_error`.

For electronic-structure calculations, within this finite linear-response model, the theorem turns an upper bound on the dielectric eigenvalues into a safe range for the mixing parameter. In a bulk metal the static response stays nonzero at small wavevectors while the Coulomb kernel grows as the inverse square of the wavevector, so the largest eigenvalue of \(D\) grows with the length of the cell and plain linear mixing needs a smaller \(a\).

```lean
#print axioms LinearMixing.linear_mixing_converges
```

```
'LinearMixing.linear_mixing_converges' depends on axioms: [propext, Classical.choice, Quot.sound]
```
